# Six interatomic distances of a tetratomic are independent to first order exactly when the molecule is nonplanar

Let four atoms sit at $x_0,\dots,x_3\in\mathbb R^3$ and let $u_i$ be the displacement of atom $i$. The six linear forms

$$s_{ij}(u)=\langle x_i-x_j,\;u_i-u_j\rangle,\qquad i<j,$$

are linearly independent if and only if the atoms are not coplanar. Near a nonplanar geometry, all sufficiently close sets of six distances are realised by nearby geometries.

The form $s_{ij}$, called a stretch below, is half the first-order change of the squared distance. For separated atoms with $r_{ij}=\|x_i-x_j\|$, the change of the distance itself is $\delta r_{ij}=s_{ij}(u)/r_{ij}$.

## Distance rows in the Wilson B matrix

A code that uses the six distances as internal coordinates builds a $6\times12$ matrix $B$ with rows $s_{ij}/r_{ij}$. Converting Cartesian gradients to internal ones, or internal steps to Cartesian ones, often involves inverting $G=BB^{T}$. For separated atoms, $G$ is invertible exactly when the stretches are independent, so it becomes singular at planar geometries such as equilibrium formaldehyde or the planar configuration in ammonia inversion.

A pseudo-inverse avoids the failed inversion, but it does not recover the missing out-of-plane motion; for planar atoms that are not all on one line, adding an out-of-plane coordinate that changes to first order in this motion does. The enlarged $G$ is still singular there, because the six distance rows remain dependent. The triple product of $x_1-x_0$, $x_2-x_0$, $x_3-x_0$ vanishes exactly at coplanarity and can serve as a warning, with a tolerance suited to the molecule's size.

For potential energy surfaces from electronic-structure calculations, the result means that the six distances can be varied independently, by small amounts, around any nonplanar arrangement of four point nuclei.

## A balance of weights, and moving one atom

**Dependent positions.** Take any finite number of atoms in a finite-dimensional Euclidean space. If they are affinely dependent, there are weights $c_i$, not all zero, with $\sum_i c_i=0$ and $\sum_i c_ix_i=0$. For each $i$,

$$\sum_j c_j(x_i-x_j)=x_i\sum_j c_j-\sum_j c_jx_j=0.$$

Splitting $u_i-u_j$ gives

$$\sum_{i,j}c_ic_js_{ij}(u)
=\sum_i c_i\Big\langle\sum_j c_j(x_i-x_j),u_i\Big\rangle
+\sum_j c_j\Big\langle\sum_i c_i(x_j-x_i),u_j\Big\rangle=0.$$

Since $s_{ij}=s_{ji}$ and $s_{ii}=0$, the double sum is twice the sum over pairs, so $\sum_{i<j}c_ic_js_{ij}=0$. The weights sum to zero without all vanishing, so at least two are nonzero, and their product is a nonzero coefficient. The stretches are dependent.

**Independent positions.** Fix a pair $a<b$. The vectors $x_j-x_a$ with $j\ne a$ are linearly independent. Let $S$ be the span of those with $j\ne b$. Then $x_b-x_a\notin S$, so some $v\perp S$ has $\langle x_b-x_a,v\rangle\ne0$. Move only atom $a$, by

$$u_a=-\frac{v}{\langle x_b-x_a,v\rangle}.$$

This gives $s_{ab}(u)=\langle x_a-x_b,u_a\rangle=1$. Other pairs containing $a$ have zero stretch because $v\perp S$, and pairs without $a$ do not move. Applying a relation $\sum_{i<j}g_{ij}s_{ij}=0$ to this $u$ leaves $g_{ab}=0$. Every coefficient vanishes in this way, and superposing these displacements produces any prescribed stretches.

**Four atoms.** Four points are affinely independent exactly when their differences span three dimensions, that is, when they are not coplanar. The stretches then map the 12-dimensional displacement space onto $\mathbb R^6$, leaving a kernel of dimension $12-6=6$. Dividing each stretch by its nonzero $r_{ij}$ keeps the map onto. The distance map therefore has a surjective strict derivative, and the open mapping property gives the nearby geometries.

## A corner and a square

Put atom 0 at the origin and atoms 1, 2, 3 at the unit vectors $e_1,e_2,e_3$. For the pair $(0,1)$, take $v=e_1$, so $u_0=-e_1$. Then $s_{01}=\langle-e_1,-e_1\rangle=1$, while $s_{02}=s_{03}=0$ and the other three stretches vanish.

Now take the unit square $(0,0,0),(1,0,0),(1,1,0),(0,1,0)$ with weights $c=(1,-1,1,-1)$. The relation reads

$$s_{02}+s_{13}=s_{01}+s_{12}+s_{23}+s_{03}.$$

The diagonals have length $\sqrt2$, so to first order

$$\sqrt2\,(\delta r_{02}+\delta r_{13})=\delta r_{01}+\delta r_{12}+\delta r_{23}+\delta r_{03}.$$

Puckering the square along $z$ changes none of the six distances to first order.

## The Lean file

```lean
import Mathlib

open scoped InnerProductSpace Topology

namespace TetratomicDistances

noncomputable section

/-- The pairs of atoms, each counted once. -/
abbrev Pair (ι : Type*) [LinearOrder ι] := {p : ι × ι // p.1 < p.2}

/-- Ordinary Euclidean 3-space. -/
abbrev Space := EuclideanSpace ℝ (Fin 3)

variable {ι E : Type*} [Fintype ι] [LinearOrder ι]
  [NormedAddCommGroup E] [InnerProductSpace ℝ E]

/-- The stretch of the pair `i, j` at the geometry `x`: the linear form
`u ↦ ⟨x i - x j, u i - u j⟩` on atomic displacements. -/
def stretch {ι : Type*} (x : ι → E) (i j : ι) : (ι → E) →ₗ[ℝ] ℝ where
  toFun u := inner ℝ (x i - x j) (u i - u j)
  map_add' u v := by
    rw [← inner_add_right]
    congr 1
    simp only [Pi.add_apply]
    abel
  map_smul' c u := by
    simp only [Pi.smul_apply, ← smul_sub, inner_smul_right, RingHom.id_apply, smul_eq_mul]

theorem stretch_apply {ι : Type*} (x u : ι → E) (i j : ι) :
    stretch x i j u = inner ℝ (x i - x j) (u i - u j) := rfl

/-- All interatomic distances of a geometry. -/
def distances (y : ι → E) : Pair ι → ℝ := fun p => ‖y p.1.1 - y p.1.2‖

/-- For a symmetric pair quantity without self-terms, the double sum over atoms is twice the
sum over pairs. -/
theorem two_mul_sum_pairs (f : ι → ι → ℝ) (hs : ∀ i j, f i j = f j i) (hd : ∀ i, f i i = 0) :
    2 * ∑ p : Pair ι, f p.1.1 p.1.2 = ∑ i, ∑ j, f i j := by
  have hp : ∑ p : Pair ι, f p.1.1 p.1.2 = ∑ i, ∑ j, if i < j then f i j else 0 := by
    have h : ∑ p : Pair ι, f p.1.1 p.1.2
        = ∑ p ∈ Finset.univ.filter (fun p : ι × ι => p.1 < p.2), f p.1 p.2 :=
      (Finset.sum_subtype (p := fun p : ι × ι => p.1 < p.2) _
        (fun p => by simp) (fun p : ι × ι => f p.1 p.2)).symm
    rw [h, Finset.sum_filter, Fintype.sum_prod_type]
  have hsw : ∑ i, ∑ j, (if j < i then f i j else 0)
      = ∑ i, ∑ j, if i < j then f i j else 0 := by
    rw [Finset.sum_comm]
    refine Finset.sum_congr rfl fun i _ => Finset.sum_congr rfl fun j _ => ?_
    rw [hs j i]
  have hsplit : ∑ i, ∑ j, f i j = (∑ i, ∑ j, if i < j then f i j else 0)
      + ∑ i, ∑ j, if j < i then f i j else 0 := by
    simp only [← Finset.sum_add_distrib]
    refine Finset.sum_congr rfl fun i _ => Finset.sum_congr rfl fun j _ => ?_
    rcases lt_trichotomy i j with h | h | h
    · simp [h, lt_asymm h]
    · subst h
      simp [hd]
    · simp [h, lt_asymm h]
  rw [hsplit, hsw, hp, two_mul]

/-- If weights `c` satisfy `∑ c i = 0` and `∑ c i • x i = 0`, then the stretches weighted by
the products `c i * c j` add up to zero. -/
theorem sum_weighted_stretch_eq_zero {x : ι → E} {c : ι → ℝ} (h0 : ∑ i, c i = 0)
    (h1 : ∑ i, c i • x i = 0) :
    ∑ p : Pair ι, (c p.1.1 * c p.1.2) • stretch x p.1.1 p.1.2 = 0 := by
  refine LinearMap.ext fun u => ?_
  -- the weighted interatomic vectors at each atom balance
  have hrow : ∀ i, ∑ j, c i * c j * inner ℝ (x i - x j) (u i) = 0 := by
    intro i
    have hv : ∑ j, c j • (x i - x j) = 0 := by
      simp only [smul_sub, Finset.sum_sub_distrib, ← Finset.sum_smul, h0, h1, zero_smul,
        sub_zero]
    calc ∑ j, c i * c j * inner ℝ (x i - x j) (u i)
        = c i * inner ℝ (∑ j, c j • (x i - x j)) (u i) := by
          rw [sum_inner, Finset.mul_sum]
          refine Finset.sum_congr rfl fun j _ => ?_
          rw [real_inner_smul_left]
          ring
      _ = 0 := by rw [hv, inner_zero_left, mul_zero]
  have hall : ∑ i, ∑ j, c i * c j * inner ℝ (x i - x j) (u i - u j) = 0 := by
    have h : ∑ i, ∑ j, c i * c j * inner ℝ (x i - x j) (u i - u j)
        = (∑ i, ∑ j, c i * c j * inner ℝ (x i - x j) (u i))
          + ∑ i, ∑ j, c j * c i * inner ℝ (x j - x i) (u j) := by
      simp only [← Finset.sum_add_distrib]
      refine Finset.sum_congr rfl fun i _ => Finset.sum_congr rfl fun j _ => ?_
      simp only [inner_sub_left, inner_sub_right]
      ring
    rw [h, Finset.sum_comm (f := fun i j => c j * c i * inner ℝ (x j - x i) (u j))]
    simp only [hrow, Finset.sum_const_zero, add_zero]
  have h2 := two_mul_sum_pairs (fun i j => c i * c j * inner ℝ (x i - x j) (u i - u j))
    (fun i j => by simp only [inner_sub_left, inner_sub_right]; ring) (fun i => by simp)
  rw [hall] at h2
  simp only [LinearMap.sum_apply, LinearMap.smul_apply, stretch_apply, smul_eq_mul,
    LinearMap.zero_apply]
  linarith

variable [FiniteDimensional ℝ E]

omit [Fintype ι] in
/-- For affinely independent atoms, each pair has a displacement with unit stretch of that
pair and zero stretch of every other pair. -/
theorem exists_single_stretch {x : ι → E} (hx : AffineIndependent ℝ x) (p : Pair ι) :
    ∃ u : ι → E, ∀ q : Pair ι, stretch x q.1.1 q.1.2 u = if q = p then 1 else 0 := by
  obtain ⟨⟨a, b⟩, hab⟩ := p
  have hab' : a < b := hab
  have hli := (affineIndependent_iff_linearIndependent_vsub ℝ x a).1 hx
  let y : {i // i ≠ a} → E := fun i => x i -ᵥ x a
  let S : Submodule ℝ E := Submodule.span ℝ (y '' {i | i.1 ≠ b})
  have hb : x b - x a ∉ S :=
    hli.notMem_span_image (s := {i | i.1 ≠ b}) (x := ⟨b, hab'.ne'⟩) (by simp)
  -- a direction orthogonal to all vectors from atom a except the one to atom b
  have hex : ∃ v ∈ Sᗮ, inner ℝ (x b - x a) v ≠ 0 := by
    by_contra! hcon
    have h2 : x b - x a ∈ Sᗮᗮ := by
      rw [Submodule.mem_orthogonal]
      intro v hv
      rw [real_inner_comm]
      exact hcon v hv
    rw [Submodule.orthogonal_orthogonal] at h2
    exact hb h2
  obtain ⟨v, hv, hvb⟩ := hex
  have hz : ∀ j, j ≠ a → j ≠ b → inner ℝ (x j - x a) v = 0 := fun j hja hjb =>
    (Submodule.mem_orthogonal S v).1 hv _ (Submodule.subset_span ⟨⟨j, hja⟩, hjb, rfl⟩)
  -- move atom a alone
  refine ⟨Pi.single a ((-(inner ℝ (x b - x a) v)⁻¹) • v), ?_⟩
  rintro ⟨⟨i, j⟩, hij⟩
  have hij' : i < j := hij
  simp only [stretch_apply, Subtype.mk.injEq, Prod.mk.injEq]
  by_cases hi : i = a
  · have hja : j ≠ a := fun h => hij'.ne (hi.trans h.symm)
    rw [hi, Pi.single_eq_same, Pi.single_eq_of_ne hja, sub_zero, inner_smul_right,
      ← neg_sub (x j) (x a), inner_neg_left]
    by_cases hj : j = b
    · rw [hj, if_pos ⟨rfl, rfl⟩, neg_mul_neg, inv_mul_cancel₀ hvb]
    · rw [hz j hja hj, if_neg (fun h => hj h.2), neg_zero, mul_zero]
  · by_cases hj : j = a
    · have hib : i ≠ b := ((hij'.trans_eq hj).trans hab').ne
      rw [hj, Pi.single_eq_same, Pi.single_eq_of_ne hi, zero_sub, inner_neg_right,
        inner_smul_right, hz i hi hib, if_neg (fun h => hi h.1), mul_zero, neg_zero]
    · rw [Pi.single_eq_of_ne hi, Pi.single_eq_of_ne hj, sub_zero, inner_zero_right,
        if_neg (fun h => hi h.1)]

/-- For affinely independent atoms, any values of the stretches are produced by some
displacement. -/
theorem exists_displacement {x : ι → E} (hx : AffineIndependent ℝ x) (s : Pair ι → ℝ) :
    ∃ u : ι → E, ∀ p : Pair ι, stretch x p.1.1 p.1.2 u = s p := by
  choose U hU using exists_single_stretch hx
  exact ⟨∑ q, s q • U q, fun p => by simp [map_sum, map_smul, hU]⟩

/-- For any finite number of atoms in any finite dimension, the stretches of all pairs are
linearly independent if and only if the atoms are affinely independent. -/
theorem stretches_independent_iff (x : ι → E) :
    LinearIndependent ℝ (fun p : Pair ι => stretch x p.1.1 p.1.2) ↔ AffineIndependent ℝ x := by
  rw [Fintype.linearIndependent_iff]
  constructor
  · intro h
    rw [affineIndependent_iff]
    intro s w hw0 hw1 a ha
    let c : ι → ℝ := fun i => if i ∈ s then w i else 0
    have h0 : ∑ i, c i = 0 := by simpa [c] using hw0
    have h1 : ∑ i, c i • x i = 0 := by simpa [c, ite_smul] using hw1
    have hc := h (fun p => c p.1.1 * c p.1.2) (sum_weighted_stretch_eq_zero h0 h1)
    have hca : c a = 0 := by
      by_contra hne
      -- all other weights vanish, so the total weight is c a
      have hother : ∀ j, j ≠ a → c j = 0 := by
        intro j hj
        rcases lt_or_gt_of_ne hj with hlt | hlt
        · exact (mul_eq_zero.1 (hc ⟨(j, a), hlt⟩)).resolve_right hne
        · exact (mul_eq_zero.1 (hc ⟨(a, j), hlt⟩)).resolve_left hne
      rw [Fintype.sum_eq_single a hother] at h0
      exact hne h0
    simpa [c, ha] using hca
  · intro hx g hg q
    obtain ⟨u, hu⟩ := exists_single_stretch hx q
    have h := LinearMap.congr_fun hg u
    simpa [LinearMap.sum_apply, hu] using h

/-- Four atoms in space are affinely independent if and only if they are not coplanar. -/
theorem affineIndependent_iff_not_coplanar (x : Fin 4 → Space) :
    AffineIndependent ℝ x ↔ ¬ Coplanar ℝ (Set.range x) := by
  rw [coplanar_iff_finrank_le_two]
  exact affineIndependent_iff_not_finrank_vectorSpan_le ℝ x (by simp)

/-- The six stretches of a tetratomic molecule are linearly independent if and only if its
four atoms are not coplanar. -/
theorem tetratomic_stretches_independent_iff (x : Fin 4 → Space) :
    LinearIndependent ℝ (fun p : Pair (Fin 4) => stretch x p.1.1 p.1.2)
      ↔ ¬ Coplanar ℝ (Set.range x) :=
  (stretches_independent_iff x).trans (affineIndependent_iff_not_coplanar x)

/-- For a nonplanar tetratomic, the displacements with all six stretches zero form a space of
dimension six. -/
theorem finrank_unstretched {x : Fin 4 → Space} (hx : ¬ Coplanar ℝ (Set.range x)) :
    Module.finrank ℝ (LinearMap.ker
      (LinearMap.pi fun p : Pair (Fin 4) => stretch x p.1.1 p.1.2)) = 6 := by
  have hsurj : Function.Surjective
      (LinearMap.pi fun p : Pair (Fin 4) => stretch x p.1.1 p.1.2) := fun s => by
    obtain ⟨u, hu⟩ := exists_displacement ((affineIndependent_iff_not_coplanar x).2 hx) s
    exact ⟨u, funext hu⟩
  have hc : Fintype.card (Pair (Fin 4)) = 6 := by decide
  have hdim : Module.finrank ℝ (Fin 4 → Space) = 12 := by simp [Module.finrank_pi_fintype]
  have h := LinearMap.finrank_range_add_finrank_ker
    (LinearMap.pi fun p : Pair (Fin 4) => stretch x p.1.1 p.1.2)
  rw [LinearMap.range_eq_top.2 hsurj, finrank_top, Module.finrank_fintype_fun_eq_card, hc,
    hdim] at h
  omega

omit [LinearOrder ι] in
/-- The derivative of the distance between two separated atoms is their stretch divided by
their distance. -/
theorem hasStrictFDerivAt_distance {x : ι → E} {i j : ι} (h : x i ≠ x j) :
    HasStrictFDerivAt (fun y : ι → E => ‖y i - y j‖)
      (‖x i - x j‖⁻¹ • LinearMap.toContinuousLinearMap (stretch x i j)) x := by
  have h1 : HasStrictFDerivAt (fun y : ι → E => y i - y j)
      (ContinuousLinearMap.proj (R := ℝ) (φ := fun _ : ι => E) i
        - ContinuousLinearMap.proj (R := ℝ) (φ := fun _ : ι => E) j) x :=
    (ContinuousLinearMap.proj (R := ℝ) (φ := fun _ : ι => E) i
      - ContinuousLinearMap.proj (R := ℝ) (φ := fun _ : ι => E) j).hasStrictFDerivAt
  have hn : ‖x i - x j‖ ≠ 0 := norm_ne_zero_iff.2 (sub_ne_zero.2 h)
  -- chain rule for the squared distance, then the square root
  have hsq := hasStrictFDerivAt_norm_sq (x i - x j)
  have hcomp := HasStrictFDerivAt.comp x hsq h1
  have h3 : HasStrictFDerivAt (fun y : ι → E => ‖y i - y j‖ ^ 2) _ x := hcomp
  have h2 := HasStrictFDerivAt.sqrt h3 (pow_ne_zero 2 hn)
  simp only [Real.sqrt_sq (norm_nonneg _)] at h2
  refine h2.congr_fderiv (ContinuousLinearMap.ext fun u => ?_)
  simp [stretch_apply]
  try field_simp
  rw [inner_sub_left, inner_sub_right, inner_sub_right]
  ring

/-- Given a neighbourhood `U` of a nonplanar tetratomic geometry `x`, every set of six distances
close enough to those of `x` is realised by a geometry in `U`. -/
theorem nearby_distances_realised {x : Fin 4 → Space} (hx : ¬ Coplanar ℝ (Set.range x))
    {U : Set (Fin 4 → Space)} (hU : U ∈ 𝓝 x) : distances '' U ∈ 𝓝 (distances x) := by
  have hA := (affineIndependent_iff_not_coplanar x).2 hx
  have hne : ∀ p : Pair (Fin 4), x p.1.1 ≠ x p.1.2 := fun p => hA.injective.ne p.2.ne
  have hd : HasStrictFDerivAt (distances : (Fin 4 → Space) → Pair (Fin 4) → ℝ)
      (ContinuousLinearMap.pi fun p : Pair (Fin 4) => ‖x p.1.1 - x p.1.2‖⁻¹ •
        LinearMap.toContinuousLinearMap (stretch x p.1.1 p.1.2)) x :=
    hasStrictFDerivAt_pi.2 fun p => hasStrictFDerivAt_distance (hne p)
  -- the derivative is onto, so the distance map is open at x
  have hsurj : Function.Surjective (ContinuousLinearMap.pi fun p : Pair (Fin 4) =>
      ‖x p.1.1 - x p.1.2‖⁻¹ •
        LinearMap.toContinuousLinearMap (stretch x p.1.1 p.1.2)) := by
    intro s
    obtain ⟨u, hu⟩ := exists_displacement hA (fun p => ‖x p.1.1 - x p.1.2‖ * s p)
    refine ⟨u, funext fun p => ?_⟩
    change ‖x p.1.1 - x p.1.2‖⁻¹ * stretch x p.1.1 p.1.2 u = s p
    rw [hu]
    exact inv_mul_cancel_left₀ (norm_ne_zero_iff.2 (sub_ne_zero.2 (hne p))) _
  rw [← hd.map_nhds_eq_of_surj (LinearMap.range_eq_top.2 hsurj)]
  exact Filter.image_mem_map hU

end

end TetratomicDistances
```

```lean
#print axioms TetratomicDistances.tetratomic_stretches_independent_iff
-- 'TetratomicDistances.tetratomic_stretches_independent_iff' depends on axioms: [propext, Classical.choice, Quot.sound]
#print axioms TetratomicDistances.finrank_unstretched
-- 'TetratomicDistances.finrank_unstretched' depends on axioms: [propext, Classical.choice, Quot.sound]
#print axioms TetratomicDistances.nearby_distances_realised
-- 'TetratomicDistances.nearby_distances_realised' depends on axioms: [propext, Classical.choice, Quot.sound]
```

## Local realisability, without uniqueness or conditioning

A geometry is a function `x : ι → E` from atom labels to positions, and displacements have the same type. `Pair ι` contains the ordered pairs $i<j$, `stretch x i j` is the unnormalised form $s_{ij}$, and `distances` collects the $r_{ij}$. For tetratomics, `ι` is `Fin 4` and `E` is `Space`. `Coplanar ℝ (Set.range x)` means that the differences of the positions span at most two dimensions, so collinear and coincident atoms count as coplanar. No masses or forces enter.

`tetratomic_stretches_independent_iff` is the equivalence stated at the top. It combines `affineIndependent_iff_not_coplanar` with the general `stretches_independent_iff`. The general theorem also implies that five or more atoms in three dimensions always have dependent stretches.

The proof follows the derivation:

- `two_mul_sum_pairs` converts between double and pair sums, and `sum_weighted_stretch_eq_zero` uses it to obtain the weighted relation; its `hrow` is the balance at each atom.
- `exists_single_stretch` moves one atom. It finds $v$ by contradiction: if none existed, $x_b-x_a$ would lie in $S^{\perp\perp}=S$. The `by_cases` steps then check the pairs. `exists_displacement` superposes the results.
- In `stretches_independent_iff`, independence forces every product $c_ic_j$ with $i\neq j$ to vanish. A nonzero $c_a$ would then be the only nonzero weight, contradicting $\sum_i c_i=0$. The converse evaluates a relation on the single-pair displacements.
- `finrank_unstretched` obtains the kernel dimension from rank–nullity.
- `hasStrictFDerivAt_distance` differentiates the squared distance and then its square root. `nearby_distances_realised` combines the six derivatives and applies `map_nhds_eq_of_surj`.

The last theorem says that `distances '' U` is a neighbourhood of `distances x` whenever `U` is a neighbourhood of a nonplanar `x`. It provides existence of a nearby geometry, with no estimate of how close the distances must be. The file does not identify the six-dimensional kernel with infinitesimal rigid motions or prove that the distances fix the geometry up to an isometry. Even with uniqueness up to isometry, distances cannot tell a molecule from its mirror image.

Exact independence also says nothing about conditioning: a nearly planar molecule passes the test while $G$ may be too ill-conditioned for a stable step in floating-point arithmetic.
